# A symmetric chain of 2k stereocentres (k ≥ 1) has 2^(2k−1) + 2^(k−1) stereoisomers, of which 2^(k−1) are meso

A stereoisomer is represented here by a string of $2k$ letters R or S, and two strings are identified when one is the other read backwards. This suits a chain whose constitution is the same from either end, such as HOOC–(CHOH)$_{2k}$–COOH: nothing in the constitution says which end comes first, so both readings describe one molecule.

The model assumes that the $2k$ centres are the only stereogenic elements, that every assignment of descriptors occurs, and that conformers are not distinguished. It contains no geometry or energies. Since the number of centres is even, none sits in the middle of the chain. The two chain branches at any centre therefore differ in constitution, and the descriptors are ordinary R and S, which reflection exchanges.

Within these assumptions, the counts can check a list of stereoisomers generated as input for electronic-structure calculations, where a missed symmetry shows up as duplicate structures.

```lean
import Mathlib

open Finset

namespace SymmetricChainStereoisomers
```

## Strings, reversal and reflection

Number the centres $i = 0, \dots, 2k-1$. A word $w$ assigns a descriptor $w_i$ to each centre, so there are $2^{2k}$ words. In Lean the positions form the type `Fin (2 * k)` and the descriptors are Booleans, with `true` for R and `false` for S.

```lean
/-- A word of R/S descriptors along a chain of `2k` stereocentres (`true` is R, `false` is S). -/
abbrev Word (k : ℕ) := Fin (2 * k) → Bool
```

Reading from the other end gives the word $\bar w$ with
$$\bar w_i = w_{2k-1-i}.$$
The letters themselves do not change, because a descriptor depends on the arrangement of the ligands around its centre and not on how the chain is numbered. The position $2k-1-i$ is `i.rev`.

```lean
/-- The same chain read from its other end: the order is reversed, each descriptor is kept. -/
def reverse {k : ℕ} (w : Word k) : Word k := fun i => w i.rev
```

Reflection does change the letters. The mirror word $w^*$ has the opposite descriptor at every position, and Boolean negation `!` expresses this.

```lean
/-- The mirror image of a word: R and S are exchanged at every centre. -/
def mirror {k : ℕ} (w : Word k) : Word k := fun i => !(w i)
```

Since $2k-1-(2k-1-i) = i$, reversing twice restores the word: $\bar{\bar w} = w$.

```lean
/-- Reading a chain backwards twice restores the original word. -/
theorem reverse_reverse {k : ℕ} (w : Word k) : reverse (reverse w) = w := by
  funext i
  simp [reverse]
```

## Stereoisomers as classes of words

Write $v \sim w$ if $v = w$ or $v = \bar w$. This relation is reflexive by its first alternative. It is symmetric because $v = \bar w$ gives $\bar v = w$. It is transitive because two successive reversals cancel and a single one remains a reversal. The four combinations in the transitivity proof are the four ways of choosing "equal" or "reversed" twice.

```lean
/-- Two words describe the same molecule if they agree up to the direction of reading. -/
def sameMolecule (k : ℕ) : Setoid (Word k) where
  r v w := v = w ∨ v = reverse w
  iseqv := by
    refine ⟨fun _ => Or.inl rfl, ?_, ?_⟩
    · intro v w h
      rcases h with h | h
      · exact Or.inl h.symm
      · exact Or.inr (by rw [h, reverse_reverse])
    · intro v w u h h'
      rcases h with h | h <;> rcases h' with h' | h'
      · exact Or.inl (h.trans h')
      · exact Or.inr (h.trans h')
      · exact Or.inr (by rw [h, h'])
      · exact Or.inl (by rw [h, h', reverse_reverse])
```

A stereoisomer is a class of this relation, in Lean a quotient type.

```lean
/-- A stereoisomer of the constitutionally symmetric chain: a class of words modulo reversal. -/
abbrev Stereoisomer (k : ℕ) := Quotient (sameMolecule k)
```

The class of $w$ is written $[w]$, and `molecule w` in the code.

```lean
/-- The stereoisomer described by a word. -/
def molecule {k : ℕ} (w : Word k) : Stereoisomer k := Quotient.mk (sameMolecule k) w
```

By construction, $[v] = [w]$ holds exactly when $v = w$ or $v = \bar w$. Every later argument about molecules passes through this statement to one about words.

```lean
/-- Two words give the same stereoisomer exactly when they are equal or reverses of each other. -/
theorem molecule_eq_iff {k : ℕ} (v w : Word k) :
    molecule v = molecule w ↔ v = w ∨ v = reverse w :=
  ⟨fun h => Quotient.exact h, fun h => Quotient.sound (s := sameMolecule k) h⟩
```

Reflection should act on molecules and not only on words, so the choice of word must not matter. It does not, since exchanging letters and reversing their order commute:
$$(\bar w)^* = \overline{w^*}.$$
Hence $[w] \mapsto [w^*]$ is well defined. `Quotient.lift` asks for exactly this check, and the case of a reversed word closes by `rfl` because both sides unfold to the same function. A meso form is a class with `enantiomer c = c`.

```lean
/-- Reflection of a stereoisomer, obtained by exchanging R and S in any word describing it. -/
def enantiomer {k : ℕ} : Stereoisomer k → Stereoisomer k :=
  Quotient.lift (fun w => molecule (mirror w)) (by
    intro v w h
    have h' : v = w ∨ v = reverse w := h
    refine (molecule_eq_iff _ _).2 ?_
    rcases h' with h' | h'
    · exact Or.inl (by rw [h'])
    · exact Or.inr (by rw [h']; rfl))
```

## Each class contributes two

Let $P$ be any property of stereoisomers. Let $N_P$ be the number of classes with $P$, $W_P$ the number of words whose class has $P$, and $F_P$ the number of those words that are palindromes, $\bar w = w$. Then
$$2N_P = W_P + F_P.$$
To see this, take one class $\{w, \bar w\}$ with property $P$.

- If $\bar w = w$, the class holds one word, which is a palindrome. It adds $1$ to $W_P$ and $1$ to $F_P$.
- If $\bar w \neq w$, the class holds two words. Neither is a palindrome, so it adds $2$ to $W_P$ and $0$ to $F_P$.

Either way the contribution is $2$, and summing over the classes gives the formula. This is Burnside's orbit count for the two-element group generated by reversal, restricted to classes with $P$; general groups are not treated.

The proof follows the same lines. `Finset.card_eq_sum_card_fiberwise` sorts both sets of words by molecule, and `Finset.sum_congr` reduces the claim to a single class. There `hA` identifies the words of the class as `{w, reverse w}`, and `by_cases` separates the two situations above, with `hB` giving the palindromes in each.

```lean
/-- Burnside count for reversal: twice the number of stereoisomers with a property `P` is the
number of words with `P` plus the number of palindromic words with `P`. -/
theorem burnside_count (k : ℕ) (P : Stereoisomer k → Prop) :
    2 * Nat.card {c // P c} = Nat.card {w : Word k // P (molecule w)}
      + Nat.card {w : Word k // P (molecule w) ∧ reverse w = w} := by
  classical
  have : Fintype (Stereoisomer k) := Fintype.ofFinite _
  simp only [Nat.card_eq_fintype_card, Fintype.card_subtype]
  -- sort the words by the molecule they describe
  rw [Finset.card_eq_sum_card_fiberwise (s := univ.filter fun w : Word k => P (molecule w))
      (f := molecule) (t := univ.filter P) (fun w hw => by simp at hw ⊢; exact hw),
    Finset.card_eq_sum_card_fiberwise
      (s := univ.filter fun w : Word k => P (molecule w) ∧ reverse w = w)
      (f := molecule) (t := univ.filter P) (fun w hw => by simp at hw ⊢; exact hw.1),
    ← Finset.sum_add_distrib, mul_comm, ← smul_eq_mul, ← Finset.sum_const]
  refine Finset.sum_congr rfl fun c hc => ?_
  obtain ⟨w, rfl⟩ : ∃ w, molecule w = c := Quotient.exists_rep c
  have hP : P (molecule w) := (Finset.mem_filter.1 hc).2
  have hA : (univ.filter fun v : Word k => P (molecule v)).filter
      (fun v => molecule v = molecule w) = {w, reverse w} := by
    ext v
    simp only [mem_filter, mem_univ, true_and, mem_insert, mem_singleton]
    rw [← molecule_eq_iff]
    exact ⟨fun h => h.2, fun h => ⟨by rw [h]; exact hP, h⟩⟩
  rw [hA]
  by_cases h : reverse w = w
  · -- a palindrome is alone in its class and is counted twice
    have hB : (univ.filter fun v : Word k => P (molecule v) ∧ reverse v = v).filter
        (fun v => molecule v = molecule w) = {w} := by
      ext v
      simp only [mem_filter, mem_univ, true_and, mem_singleton]
      rw [molecule_eq_iff, h, or_self]
      exact ⟨fun h' => h'.2, fun h' => by subst h'; exact ⟨⟨hP, h⟩, rfl⟩⟩
    rw [hB, h]
    simp
  · -- any other class holds two words, neither a palindrome
    have hB : (univ.filter fun v : Word k => P (molecule v) ∧ reverse v = v).filter
        (fun v => molecule v = molecule w) = ∅ := by
      ext v
      simp only [mem_filter, mem_univ, true_and, notMem_empty, iff_false]
      rintro ⟨⟨_, hv⟩, hvw⟩
      rcases (molecule_eq_iff _ _).1 hvw with e | e
      · exact h (by rw [← e]; exact hv)
      · rw [e, reverse_reverse] at hv
        exact h hv.symm
    rw [hB, Finset.card_pair (Ne.symm h), Finset.card_empty]
```

## Half a chain determines the rest

Two kinds of word have to be counted: palindromes, with $\bar w = w$, and words with $\bar w = w^*$. Both satisfy
$$w_{2k-1-i} = f(w_i) \quad \text{for all } i,$$
where $f$ is a map on $\{R, S\}$ with $f(f(x)) = x$: the identity in the first case, the exchange of R and S in the second.

Choose $w_0, \dots, w_{k-1}$ freely. The condition then forces $w_i = f(w_{2k-1-i})$ for $i \ge k$. Conversely, the word built in this way satisfies the condition everywhere. For $i < k$ this is the definition of the second half. For $i \ge k$ we have $f(w_i) = f(f(w_{2k-1-i})) = w_{2k-1-i}$. There are therefore $2^k$ such words.

In Lean this is a bijection `e` with the functions `Fin k → Bool`. Its `toFun` keeps the first half of a word, and its `invFun` rebuilds the whole; the hypothesis `hf` enters where $f$ is applied twice.

```lean
/-- Half a chain fixes the whole: for an involution `f` of the descriptors there are `2^k` words
whose reversal is obtained by applying `f` at every centre. -/
theorem card_half (k : ℕ) (f : Bool → Bool) (hf : ∀ x, f (f x) = x) :
    Nat.card {w : Word k // reverse w = fun i => f (w i)} = 2 ^ k := by
  have e : {w : Word k // reverse w = fun i => f (w i)} ≃ (Fin k → Bool) :=
    { toFun := fun w i => w.1 ⟨i.1, by have := i.2; omega⟩
      invFun := fun u => ⟨fun i => if h : i.1 < k then u ⟨i.1, h⟩
          else f (u ⟨2 * k - 1 - i.1, by have := i.2; omega⟩), by
        funext i
        have hi := i.2
        have hr : i.rev.1 = 2 * k - 1 - i.1 := by rw [Fin.val_rev]; omega
        unfold reverse
        beta_reduce
        by_cases h : i.1 < k
        · have h' : ¬ i.rev.1 < k := by omega
          rw [dif_pos h, dif_neg h']
          congr 2
          exact Fin.ext (show 2 * k - 1 - i.rev.1 = i.1 by omega)
        · have h' : i.rev.1 < k := by omega
          rw [dif_neg h, dif_pos h', hf]
          congr 1
          exact Fin.ext hr⟩
      left_inv := fun w => by
        apply Subtype.ext
        funext i
        by_cases h : i.1 < k
        · exact dif_pos h
        · refine (dif_neg h).trans ?_
          have hi := i.2
          have e : (⟨2 * k - 1 - i.1, by omega⟩ : Fin (2 * k)) = i.rev :=
            Fin.ext (show 2 * k - 1 - i.1 = i.rev.1 by rw [Fin.val_rev]; omega)
          have hw : w.1 i.rev = f (w.1 i) := congrFun w.2 i
          change f (w.1 ⟨2 * k - 1 - i.1, by omega⟩) = w.1 i
          rw [e, hw, hf]
      right_inv := fun u => by
        funext i
        exact dif_pos i.2 }
  rw [Nat.card_congr e, Nat.card_eq_fintype_card]
  simp
```

## The total number

Let $P$ be always true, and write $N$ for the number of all stereoisomers. Then $W_P = 2^{2k}$, and $F_P = 2^k$ by the half-chain count with $f$ the identity. So
$$2N = 2^{2k} + 2^k, \qquad N = 2^{2k-1} + 2^{k-1}.$$
The assumption $k \ge 1$ allows a factor of two to be taken out of both powers, which is what `e1` and `e2` do before `linarith` finishes.

```lean
/-- A symmetric chain of `2k` stereocentres, `k ≥ 1`, has `2^(2k-1) + 2^(k-1)` stereoisomers. -/
theorem card_stereoisomers (k : ℕ) (hk : 1 ≤ k) :
    Nat.card (Stereoisomer k) = 2 ^ (2 * k - 1) + 2 ^ (k - 1) := by
  have h := burnside_count k (fun _ => True)
  have hpal : Nat.card {w : Word k // reverse w = w} = 2 ^ k := card_half k id fun _ => rfl
  have hall : Nat.card (Word k) = 2 ^ (2 * k) := by
    rw [Nat.card_eq_fintype_card]
    simp
  simp only [true_and] at h
  rw [Nat.card_congr (Equiv.subtypeUnivEquiv fun _ : Stereoisomer k => trivial),
    Nat.card_congr (Equiv.subtypeUnivEquiv fun _ : Word k => trivial), hall, hpal] at h
  have e1 : 2 ^ (2 * k) = 2 * 2 ^ (2 * k - 1) := by rw [← pow_succ']; congr 1; omega
  have e2 : 2 ^ k = 2 * 2 ^ (k - 1) := by rw [← pow_succ']; congr 1; omega
  linarith
```

## Which words are meso

The molecule $[w]$ coincides with its mirror image when $[w^*] = [w]$, that is, when $w^* = w$ or $w^* = \bar w$. The first alternative fails for $k \ge 1$, because $w^*$ and $w$ already differ at position $0$. What remains is
$$[w^*] = [w] \iff \bar w = w^*.$$
In a meso form, then, centres at equal distances from the two ends carry opposite descriptors. For $k = 2$ the words are RRSS, SSRR, RSRS and SRSR, which make two molecules.

```lean
/-- For `k ≥ 1` a word describes a molecule identical with its mirror image exactly when
reversing the word exchanges R and S at every centre. -/
theorem meso_iff {k : ℕ} (hk : 1 ≤ k) (w : Word k) :
    enantiomer (molecule w) = molecule w ↔ reverse w = mirror w := by
  change molecule (mirror w) = molecule w ↔ _
  rw [molecule_eq_iff]
  refine ⟨fun h => ?_, fun h => Or.inr h.symm⟩
  rcases h with h | h
  · have h0 := congrFun h ⟨0, by omega⟩
    simp [mirror] at h0
  · exact h.symm
```

Now let $P$ be the property of being meso. By the last equivalence, $W_P$ counts the words with $\bar w = w^*$, and the half-chain count with $f$ the exchange gives $W_P = 2^k$. None of these words is a palindrome, since $\bar w = w$ would give $w^* = w$; hence $F_P = 0$. With $M$ for the number of meso forms, the orbit count becomes
$$2M = 2^k + 0, \qquad M = 2^{k-1}.$$
These two inputs are `hanti` and `hnone` in the proof.

```lean
/-- Exactly `2^(k-1)` stereoisomers of a symmetric chain of `2k` stereocentres, `k ≥ 1`, are
meso forms, that is, identical with their mirror images. -/
theorem card_meso (k : ℕ) (hk : 1 ≤ k) :
    Nat.card {c : Stereoisomer k // enantiomer c = c} = 2 ^ (k - 1) := by
  have h := burnside_count k (fun c => enantiomer c = c)
  have hanti : Nat.card {w : Word k // reverse w = mirror w} = 2 ^ k :=
    card_half k (fun x => !x) Bool.not_not
  -- no word of a meso form is a palindrome
  have hnone : Nat.card {w : Word k // reverse w = mirror w ∧ reverse w = w} = 0 := by
    refine Nat.card_eq_zero.2 (Or.inl ⟨fun w => ?_⟩)
    have h0 := congrFun (w.2.1.symm.trans w.2.2) ⟨0, by omega⟩
    simp [mirror] at h0
  simp only [meso_iff hk] at h
  rw [hanti, hnone] at h
  have e2 : 2 ^ k = 2 * 2 ^ (k - 1) := by rw [← pow_succ']; congr 1; omega
  linarith
```

## Chiral forms, and tartaric acid

Every stereoisomer either equals its mirror image or does not, so the number of chiral ones is
$$\left(2^{2k-1} + 2^{k-1}\right) - 2^{k-1} = 2^{2k-1}.$$
This number counts the two members of an enantiomeric pair separately. `Equiv.sumCompl` supplies the split into the two kinds.

```lean
/-- For `k ≥ 1`, exactly `2^(2k-1)` stereoisomers of the chain differ from their mirror images. -/
theorem card_chiral (k : ℕ) (hk : 1 ≤ k) :
    Nat.card {c : Stereoisomer k // ¬ enantiomer c = c} = 2 ^ (2 * k - 1) := by
  classical
  have h := Nat.card_congr (Equiv.sumCompl fun c : Stereoisomer k => enantiomer c = c)
  rw [Nat.card_sum, card_meso k hk, card_stereoisomers k hk] at h
  linarith
```

For $k = 1$ the four words RR, SS, RS and SR form three classes: $\{RR\}$, $\{SS\}$ and $\{RS, SR\}$. Reflection exchanges the first two and fixes the third. These are the two enantiomers of tartaric acid and its meso form. The Lean statement records the numbers three and one, obtained by setting $k = 1$ in the general theorems.

```lean
/-- Two stereocentres in a symmetric chain, as in tartaric acid, give three stereoisomers, of
which one is meso. -/
theorem tartaric_acid : Nat.card (Stereoisomer 1) = 3 ∧
    Nat.card {c : Stereoisomer 1 // enantiomer c = c} = 1 :=
  ⟨(card_stereoisomers 1 le_rfl).trans (by norm_num), (card_meso 1 le_rfl).trans (by norm_num)⟩

end SymmetricChainStereoisomers
```

```lean
#print axioms SymmetricChainStereoisomers.card_meso
#print axioms SymmetricChainStereoisomers.card_chiral
#print axioms SymmetricChainStereoisomers.tartaric_acid
```

```
'SymmetricChainStereoisomers.card_meso' depends on axioms: [propext, Classical.choice, Quot.sound]
'SymmetricChainStereoisomers.card_chiral' depends on axioms: [propext, Classical.choice, Quot.sound]
'SymmetricChainStereoisomers.tartaric_acid' depends on axioms: [propext, Classical.choice, Quot.sound]
```
